# Screened LMTO structure constants stay Hermitian when a nonzero radial Wronskian is preserved

A tight-binding linear muffin-tin orbital (LMTO) calculation with a finite set of channels can build its one-electron Hamiltonian from screened structure constants and pass it to an eigensolver for Hermitian matrices. Such a solver may read only one triangle of the matrix, so a screened matrix that is not Hermitian can give wrong eigenvalues without any warning. Screening with real coefficients keeps a Hermitian matrix Hermitian if it preserves the nonzero Wronskian of the radial functions in each channel and if the matrix to be inverted is invertible.

## Screening as a change of head and tail functions

A channel $i$ stands for a site together with its angular momentum numbers. It carries a head function $K_i$, used on the orbital's own site, and a tail function $J_i$, used to expand orbitals centred elsewhere. With Hermitian structure constants $S$, the orbitals are the columns of $K-JS$, where $K$ and $J$ are read as diagonal matrices.

New functions $K'_i$, $J'_i$ (the prime is a label, not a derivative) are introduced through real diagonal coefficients $p,q,r,s$:

$$K=sK'-qJ',\qquad J=pJ'-rK'.$$

Here $r$ is a coefficient; the radius is called $x$. Substitution gives

$$K-JS=K'(rS+s)-J'(pS+q).$$

Write $D=rS+s$ and $N=pS+q$. If $D$ is invertible and $T=ND^{-1}$, then $K-JS=(K'-J'T)D$, so $T$ is the structure matrix belonging to the new functions. The familiar screening $T=S(1-\alpha S)^{-1}$ is the case $p=s=1$, $q=0$, $r=-\alpha$.

To test whether $T$ is Hermitian, use $S^\dagger=S$ and the fact that diagonal matrices commute:

$$D^\dagger N=SrpS+Srq+spS+sq,$$
$$N^\dagger D=SprS+Sps+qrS+qs.$$

With $w=ps-qr$, the difference is $D^\dagger N-N^\dagger D=wS-Sw$. Since $N=TD$, this reads

$$D^\dagger(T-T^\dagger)D=wS-Sw.$$

The right-hand side has entries $(w_i-w_j)S_{ij}$. Because $D$ is invertible, $T$ is Hermitian exactly when $S_{ij}=0$ for every pair with $w_i\neq w_j$.

The Wronskian fixes $w$. For $W(f,g)=f\,\partial_x g-(\partial_x f)\,g$, the terms in $f\,\partial_x f$ and $g\,\partial_x g$ cancel, which leaves

$$W(K_i,J_i)=(p_is_i-q_ir_i)\,W(K'_i,J'_i).$$

Equal nonzero Wronskians therefore force $w_i=1$ in every channel, and $T$ is Hermitian.

For $w=1$ the change can also be undone. One finds $(-rT+p)D=ps-qr=1$ and $(sT-q)D=(ps-qr)S=S$, hence $(sT-q)(-rT+p)^{-1}=S$.

## Two coupled channels in numbers

Take $p=s=1$, $q=0$, $r=-\mathrm{diag}(\tfrac12,1)$ and

$$S=\begin{pmatrix}0&1\\1&0\end{pmatrix},\quad D=\begin{pmatrix}1&-\tfrac12\\-1&1\end{pmatrix},\quad D^{-1}=\begin{pmatrix}2&1\\2&2\end{pmatrix}.$$

Then $T=SD^{-1}=\begin{pmatrix}2&2\\2&1\end{pmatrix}$, which is Hermitian although the two channels are screened differently. Changing $p$ to $\mathrm{diag}(2,1)$ makes $w=(2,1)$ and gives $\begin{pmatrix}4&4\\2&1\end{pmatrix}$, which is not.

## Channels, coefficients and orbitals in Lean

The finite type `n` labels the channels.

```lean
import Mathlib

open Matrix

namespace LMTOScreening

noncomputable section

variable {n : Type*} [Fintype n] [DecidableEq n]
```

Coefficients are real functions on `n`, embedded as complex diagonal matrices. Their reality is thus part of the type.

```lean
/-- The diagonal matrix of a real coefficient given for each channel. -/
def dg (a : n → ℝ) : Matrix n n ℂ := Matrix.diagonal fun i => (a i : ℂ)
```

Both $N$ and $D$ have the form $aS+b$: they are `lin p q S` and `lin r s S`.

```lean
/-- The matrix `a S + b` with real diagonal `a` and `b`. -/
def lin (a b : n → ℝ) (S : Matrix n n ℂ) : Matrix n n ℂ := dg a * S + dg b
```

The matrix $T$ is `screened p q r s S`. Lean's inverse of a singular matrix is zero, so the theorems about `screened` assume that `lin r s S` is invertible.

```lean
/-- The screened structure constants `(p S + q) (r S + s)⁻¹`, meaningful when `r S + s` is
invertible. -/
def screened (p q r s : n → ℝ) (S : Matrix n n ℂ) : Matrix n n ℂ :=
  lin p q S * (lin r s S)⁻¹
```

The determinant $w$ is `chanDet`.

```lean
/-- The determinant `p s - q r` of the change of radial functions in each channel. -/
def chanDet (p q r s : n → ℝ) : n → ℝ := fun i => p i * s i - q i * r i
```

The Wronskian is taken without the factor $x^2$ often included for radial functions. That factor would multiply both sides of the comparison equally. In the docstring below, `f'` and `g'` are derivatives, unlike the labels on $K'$ and $J'$.

```lean
/-- The Wronskian `f g' - f' g` of two radial functions at radius `x`. -/
def wronskian (f g : ℝ → ℝ) (x : ℝ) : ℝ := f x * deriv g x - deriv f x * g x
```

Each row of `orbital` is evaluated at distance `x` from that channel's own site. The functions are arbitrary real functions, with no radial equation imposed. That a head function on one site really expands about another site with the coefficients $-S_{ij}$ is the step from this model to a solid that has to be supplied separately.

```lean
/-- The orbitals `K - J S` at radius `x`: entry `(i, j)` is the radial part of orbital `j` in
channel `i`, with head functions `K` and tail functions `J`. -/
def orbital (K J : n → ℝ → ℝ) (S : Matrix n n ℂ) (x : ℝ) : Matrix n n ℂ :=
  dg (fun i => K i x) - dg (fun i => J i x) * S
```

## The criterion for a Hermitian screened matrix

Two facts about diagonal matrices come first: they commute, and $w$ as a matrix is $ps-qr$.

```lean
/-- Diagonal coefficient matrices commute. -/
theorem dg_comm (a b : n → ℝ) : dg a * dg b = dg b * dg a := by
  unfold dg
  rw [Matrix.diagonal_mul_diagonal, Matrix.diagonal_mul_diagonal]
  congr 1
  funext i
  exact mul_comm _ _

/-- The channel determinant, as a diagonal matrix, is `p s - q r`. -/
theorem dg_chanDet (p q r s : n → ℝ) :
    dg (chanDet p q r s) = dg p * dg s - dg q * dg r := by
  ext i j
  by_cases h : i = j
  · subst h
    simp [dg, chanDet, Matrix.diagonal_mul_diagonal]
  · simp [dg, Matrix.diagonal_mul_diagonal, h]
```

The next theorem is the identity $D^\dagger N-N^\dagger D=wS-Sw$. Inside it, `hd` says that a real diagonal matrix is its own adjoint, and `hc` computes $(aS+b)^\dagger=Sa+b$. The four terms given to `linear_combination` are the commutations needed in the four products of $D^\dagger N$.

```lean
/-- For Hermitian `S`, the mismatch between `(r S + s)ᴴ (p S + q)` and its adjoint is the
commutator of the channel determinant with `S`. -/
theorem hermitian_defect (p q r s : n → ℝ) {S : Matrix n n ℂ} (hS : S.IsHermitian) :
    (lin r s S)ᴴ * lin p q S - (lin p q S)ᴴ * lin r s S
      = dg (chanDet p q r s) * S - S * dg (chanDet p q r s) := by
  have hd : ∀ a : n → ℝ, (dg a)ᴴ = dg a := by
    intro a
    unfold dg
    rw [Matrix.diagonal_conjTranspose]
    congr 1
    funext i
    exact Complex.conj_ofReal _
  have hc : ∀ a b : n → ℝ, (lin a b S)ᴴ = S * dg a + dg b := by
    intro a b
    simp only [lin, Matrix.conjTranspose_add, Matrix.conjTranspose_mul, hd, hS.eq]
  rw [hc, hc, dg_chanDet]
  unfold lin
  -- only the commutation of diagonal matrices is needed
  linear_combination (norm := noncomm_ring)
    S * dg_comm r p * S + S * dg_comm r q + dg_comm s p * S + dg_comm s q
```

The relation $TD=N$ follows from invertibility.

```lean
/-- If `r S + s` is invertible, the screened structure constants times `r S + s` give
`p S + q`. -/
theorem screened_mul (p q : n → ℝ) {r s : n → ℝ} {S : Matrix n n ℂ}
    (hD : IsUnit (lin r s S)) : screened p q r s S * lin r s S = lin p q S := by
  unfold screened
  rw [Matrix.mul_assoc, Matrix.nonsing_inv_mul _ ((Matrix.isUnit_iff_isUnit_det _).mp hD),
    Matrix.mul_one]
```

In the equivalence, `key` is the identity for $D^\dagger(T-T^\dagger)D$ and `entry` reads off $(w_i-w_j)S_{ij}$. If $T$ is Hermitian, the left side of `key` vanishes, and a nonzero $w_i-w_j$ can be divided out. Conversely, if the entries vanish, $D^\dagger$ and $D$ are cancelled.

```lean
/-- For Hermitian `S` and invertible `r S + s`, the screened structure constants are Hermitian
if and only if `S` couples no two channels with different determinants `p s - q r`. -/
theorem screened_isHermitian_iff (p q r s : n → ℝ) {S : Matrix n n ℂ}
    (hS : S.IsHermitian) (hD : IsUnit (lin r s S)) :
    (screened p q r s S).IsHermitian ↔
      ∀ i j, chanDet p q r s i ≠ chanDet p q r s j → S i j = 0 := by
  have key : (lin r s S)ᴴ * (screened p q r s S - (screened p q r s S)ᴴ) * lin r s S
      = dg (chanDet p q r s) * S - S * dg (chanDet p q r s) := by
    rw [← hermitian_defect p q r s hS, ← screened_mul p q hD, Matrix.conjTranspose_mul]
    noncomm_ring
  have entry : ∀ (w : n → ℝ) (i j : n),
      (dg w * S - S * dg w) i j = ((w i - w j : ℝ) : ℂ) * S i j := by
    intro w i j
    simp only [dg, Matrix.sub_apply, Matrix.diagonal_mul, Matrix.mul_diagonal,
      Complex.ofReal_sub]
    ring
  constructor
  · intro h i j hij
    rw [h.eq, sub_self, mul_zero, zero_mul] at key
    have h1 := congrFun (congrFun key i) j
    rw [entry, Matrix.zero_apply] at h1
    exact (mul_eq_zero.mp h1.symm).resolve_left
      (Complex.ofReal_ne_zero.mpr (sub_ne_zero.mpr hij))
  · intro h
    have hz : dg (chanDet p q r s) * S - S * dg (chanDet p q r s) = 0 := by
      ext i j
      rw [entry]
      by_cases e : chanDet p q r s i = chanDet p q r s j
      · simp [e]
      · simp [h i j e]
    rw [hz] at key
    -- cancel the invertible factors on both sides
    have hDH : IsUnit (lin r s S)ᴴ := hD.star
    exact (sub_eq_zero.mp (hDH.mul_right_eq_zero.mp (hD.mul_left_eq_zero.mp key))).symm
```

## Radial functions and their Wronskian

The re-expansion $K-JS=(K'-J'T)D$ is checked entry by entry. Diagonal and off-diagonal entries are treated separately, because the head functions of `orbital` appear only on the diagonal.

```lean
/-- When `r S + s` is invertible and the old head and tail functions are `K = s K' - q J'` and
`J = p J' - r K'`, the old orbitals are combinations of new orbitals built from `K'`, `J'` and
the screened structure constants. -/
theorem orbital_screened {p q r s : n → ℝ} {S : Matrix n n ℂ} (hD : IsUnit (lin r s S))
    {K J K' J' : n → ℝ → ℝ} (hK : ∀ i, K i = fun x => s i * K' i x - q i * J' i x)
    (hJ : ∀ i, J i = fun x => p i * J' i x - r i * K' i x) (x : ℝ) :
    orbital K J S x = orbital K' J' (screened p q r s S) x * lin r s S := by
  unfold orbital
  rw [Matrix.sub_mul, Matrix.mul_assoc, screened_mul p q hD]
  ext i j
  unfold lin dg
  rcases eq_or_ne i j with rfl | h
  · simp only [Matrix.sub_apply, Matrix.add_apply, Matrix.diagonal_mul,
      Matrix.diagonal_apply_eq, hK, hJ]
    push_cast
    ring
  · simp only [Matrix.sub_apply, Matrix.add_apply, Matrix.diagonal_mul,
      Matrix.diagonal_apply_ne _ h, hJ]
    push_cast
    ring
```

The Wronskian rule needs both functions to be differentiable at the chosen radius. The derivatives of the two combinations are `h1` and `h2`, and `ring` performs the cancellation.

```lean
/-- A linear change of two differentiable radial functions multiplies their Wronskian by the
determinant `p s - q r`. -/
theorem wronskian_change (p q r s : ℝ) {f g : ℝ → ℝ} {x : ℝ}
    (hf : DifferentiableAt ℝ f x) (hg : DifferentiableAt ℝ g x) :
    wronskian (fun y => s * f y - q * g y) (fun y => p * g y - r * f y) x
      = (p * s - q * r) * wronskian f g x := by
  have h1 : HasDerivAt (fun y => s * f y - q * g y) (s * deriv f x - q * deriv g x) x :=
    (hf.hasDerivAt.const_mul s).fun_sub (hg.hasDerivAt.const_mul q)
  have h2 : HasDerivAt (fun y => p * g y - r * f y) (p * deriv g x - r * deriv f x) x :=
    (hg.hasDerivAt.const_mul p).fun_sub (hf.hasDerivAt.const_mul r)
  unfold wronskian
  rw [h1.deriv, h2.deriv]
  ring
```

The main physical statement combines the Wronskian rule with the criterion for a Hermitian screened matrix. The radius `a i` can be read as the sphere radius in channel `i`. Hypothesis `h0` says that the new head and tail are independent there, in the sense that neither value and slope pair is a multiple of the other; `hW` is preservation of the Wronskian. Dividing by the nonzero Wronskian gives $w_i=1$, after which no pair of channels has different determinants.

```lean
/-- Let `S` be Hermitian and `r S + s` invertible. If the change `K = s K' - q J'`,
`J = p J' - r K'` of differentiable head and tail functions preserves their nonzero Wronskian at a
radius `a i` in every channel, the screened structure constants are Hermitian. -/
theorem screened_isHermitian_of_wronskian {p q r s : n → ℝ} {S : Matrix n n ℂ}
    (hS : S.IsHermitian) (hD : IsUnit (lin r s S)) {K J K' J' : n → ℝ → ℝ} {a : n → ℝ}
    (hK : ∀ i, K i = fun x => s i * K' i x - q i * J' i x)
    (hJ : ∀ i, J i = fun x => p i * J' i x - r i * K' i x)
    (dK : ∀ i, DifferentiableAt ℝ (K' i) (a i)) (dJ : ∀ i, DifferentiableAt ℝ (J' i) (a i))
    (h0 : ∀ i, wronskian (K' i) (J' i) (a i) ≠ 0)
    (hW : ∀ i, wronskian (K i) (J i) (a i) = wronskian (K' i) (J' i) (a i)) :
    (screened p q r s S).IsHermitian := by
  -- equal nonzero Wronskians force determinant one in every channel
  have h1 : ∀ i, chanDet p q r s i = 1 := by
    intro i
    have h := hW i
    rw [hK i, hJ i, wronskian_change _ _ _ _ (dK i) (dJ i)] at h
    exact mul_right_cancel₀ (h0 i) (by rw [one_mul]; exact h)
  rw [screened_isHermitian_iff p q r s hS hD]
  intro i j hij
  exact absurd ((h1 i).trans (h1 j).symm) hij
```

## Undoing the screening

The inverse coefficients are $s,-q,-r,p$. The step `h1` shows that the new denominator $-rT+p$ is the inverse of $D$, so its invertibility is not a further assumption; `h2` gives $(sT-q)D=S$. Here $S$ need not be Hermitian.

```lean
/-- If `p s - q r = 1` in every channel and `r S + s` is invertible, screening with the inverse
coefficients recovers the original structure constants. -/
theorem screened_back {p q r s : n → ℝ} {S : Matrix n n ℂ}
    (h : ∀ i, chanDet p q r s i = 1) (hD : IsUnit (lin r s S)) :
    screened s (-q) (-r) p (screened p q r s S) = S := by
  have hneg : ∀ a : n → ℝ, dg (-a) = -dg a := by
    intro a
    ext i j
    by_cases e : i = j
    · subst e
      simp [dg]
    · simp [dg, e]
  have hw : dg p * dg s - dg q * dg r = 1 := by
    rw [← dg_chanDet, show chanDet p q r s = fun _ => 1 from funext h]
    simp [dg]
  -- the new denominator is the inverse of the old one
  have h1 : lin (-r) p (screened p q r s S) * lin r s S = 1 := by
    calc lin (-r) p (screened p q r s S) * lin r s S
        = -dg r * (screened p q r s S * lin r s S) + dg p * lin r s S := by
          unfold lin
          rw [hneg]
          noncomm_ring
      _ = 1 := by
          rw [screened_mul p q hD]
          unfold lin
          linear_combination (norm := noncomm_ring) dg_comm p r * S + hw + dg_comm q r
  have h2 : lin s (-q) (screened p q r s S) * lin r s S = S := by
    calc lin s (-q) (screened p q r s S) * lin r s S
        = dg s * (screened p q r s S * lin r s S) - dg q * lin r s S := by
          unfold lin
          rw [hneg]
          noncomm_ring
      _ = S := by
          rw [screened_mul p q hD]
          unfold lin
          linear_combination (norm := noncomm_ring) hw * S + dg_comm s p * S + dg_comm s q
  change lin s (-q) (screened p q r s S) * (lin (-r) p (screened p q r s S))⁻¹ = S
  rw [Matrix.inv_eq_right_inv h1, h2]

end

end LMTOScreening
```

```lean
#print axioms LMTOScreening.orbital_screened
#print axioms LMTOScreening.screened_isHermitian_of_wronskian
#print axioms LMTOScreening.screened_back
```

```
'LMTOScreening.orbital_screened' depends on axioms: [propext, Classical.choice, Quot.sound]
'LMTOScreening.screened_isHermitian_of_wronskian' depends on axioms: [propext, Classical.choice, Quot.sound]
'LMTOScreening.screened_back' depends on axioms: [propext, Classical.choice, Quot.sound]
```
